# Velocity rescaling to the mean kinetic energy heats a mode of fixed positive energy on average when the total fluctuates

## Kinetic energies and the rescaling map

Let $i$ run over finitely many degrees of freedom with masses $m_i$ and velocities $v_i$. A group $s$ of them carries the kinetic energy

$$K_s(v)=\sum_{i\in s}\tfrac12 m_i v_i^2 ,$$

and $K(v)$ denotes the total over all $i$. Each $i$ is one velocity component, so a particle in three dimensions contributes three. Centre-of-mass motion fits this description in coordinates that separate it from the relative motion and keep the kinetic energy a sum of squares.

The thermostat with target $K_0>0$ acts on all velocities alike:

$$v_i\;\mapsto\;\sqrt{K_0/K(v)}\;v_i .$$

Before the step, the system is in one of finitely many outcomes $j$, with weights $w_j>0$, $\sum_j w_j=1$, velocities $u_j$ and total kinetic energies $K_j=K(u_j)>0$. The fluctuations are $d_j=K_j-K_0$.

## A decoupled group gains and the rest loses

Suppose that

- the target is the mean, $\sum_j w_jK_j=K_0$, so the thermostat changes the total by zero on average;
- the group $s$ has the same energy $E>0$ in every outcome, as free centre-of-mass motion does while the internal motion exchanges kinetic and potential energy;
- at least one $K_j$ differs from $K_0$.

Then the mean energy of $s$ after one rescaling exceeds $E$, and the mean energy of the remaining degrees of freedom falls.

For molecular dynamics this describes a mean transfer of kinetic energy into $s$ by rescaling to a fixed target, in a model with finitely many outcomes and a single thermostat step. A mean gain from one given value of $E$ does not by itself show that a thermostat samples a wrong distribution. The name "flying ice cube" usually refers to the build-up of kinetic energy in overall motion over a long run, until a cold cluster drifts through space. That build-up is not derived here: after one step the energy of $s$ differs between outcomes, so the second assumption no longer holds. Nor can the gain continue without limit, since for positive masses no group can hold more than the total $K_0$ after a step.

## Fluctuations of mean zero leave a positive quadratic term

Rescaling multiplies every $v_i^2$ by $K_0/K_j$, hence

$$K_s\;\mapsto\;\frac{K_0}{K_j}K_s=\frac{K_0}{K_0+d_j}K_s ,$$

and the total becomes $K_0$. Since $E$ is the same in every outcome, the mean energy of $s$ after the step is $FE$, with

$$F=\sum_j w_j\frac{K_0}{K_0+d_j}.$$

Putting the right-hand side over a common denominator verifies

$$\frac{K_0}{K_0+d_j}=1-\frac{d_j}{K_0}+\frac{d_j^2}{K_0(K_0+d_j)} .$$

In the weighted mean the first term gives 1 and the second gives 0, because $\sum_j w_jd_j=0$. Therefore

$$F=1+\sum_j w_j\frac{d_j^2}{K_0(K_0+d_j)} .$$

As $K_0+d_j=K_j>0$, no term of the sum is negative, and a term is positive exactly when $d_j\neq0$. So $F>1$ if and only if some fluctuation is nonzero, and then $FE>E$.

The mean total is $K_0$ before and after the step. The remaining degrees of freedom thus go from a mean energy $K_0-E$ to $K_0-FE$, which is smaller.

When some fluctuation is nonzero, the logarithm of the factor also has a positive mean. From $\log x\le x-1$, strict for $x\neq1$, with $x=1+d_j/K_0$,

$$\log\frac{K_0}{K_0+d_j}=-\log\Bigl(1+\frac{d_j}{K_0}\Bigr)\ge-\frac{d_j}{K_0},$$

strictly when $d_j\ne0$. The right-hand sides average to zero.

## Two outcomes with energies 15 and 5

Take $K_0=10$, equally likely totals $15$ and $5$, and $E=3$, in arbitrary energy units.

| | $K_j=15$ | $K_j=5$ | mean |
|---|---|---|---|
| factor $K_0/K_j$ | 2/3 | 2 | 4/3 |
| group $s$, before | 3 | 3 | 3 |
| group $s$, after | 2 | 6 | 4 |
| rest, before | 12 | 2 | 7 |
| rest, after | 8 | 4 | 6 |

For two equally likely fluctuations $\pm d$ with $|d|<K_0$, adding the two fractions gives $F=K_0^2/(K_0^2-d^2)$; here this is $100/75=4/3$.

## The same objects in Lean

The finite types `ι` and `J` index degrees of freedom and outcomes. `kineticEnergy s m v` is $K_s(v)$, with `univ` in place of `s` for the total; `thermostat` is the rescaling map, `meanFactor` is $F$, and `u j` is the velocity vector of outcome $j$. In `flying_ice_cube` the three assumptions above are `hmean`, `hs` with `hE`, and `hfl`. The masses are arbitrary real numbers; positivity is required of the total energies (`hK`), the group energy (`hE`) and the weights (`hw`). The outcomes and weights are given, not derived from equations of motion. Thermostats that rescale only part of the way to the target, or to a random target, are not covered.

```lean
import Mathlib

open Finset

namespace FlyingIceCube

noncomputable section

variable {ι J : Type*} [Fintype ι] [Fintype J]

/-- Kinetic energy carried by the degrees of freedom in `s`, with masses `m` and velocities `v`. -/
def kineticEnergy (s : Finset ι) (m v : ι → ℝ) : ℝ :=
  ∑ i ∈ s, m i * v i ^ 2 / 2

/-- Velocity rescaling: every velocity is multiplied by the square root of the target kinetic
energy `K0` over the instantaneous total kinetic energy. -/
def thermostat (K0 : ℝ) (m v : ι → ℝ) : ι → ℝ :=
  fun i => √(K0 / kineticEnergy univ m v) * v i

/-- Weighted mean of the energy rescaling factor `K0 / (K0 + d j)` over the fluctuations `d j`. -/
def meanFactor (K0 : ℝ) (w d : J → ℝ) : ℝ :=
  ∑ j, w j * (K0 / (K0 + d j))

/-- The thermostat multiplies the kinetic energy of any group of degrees of freedom by the ratio
of target to instantaneous total kinetic energy. -/
theorem thermostat_energy {K0 : ℝ} {m v : ι → ℝ} (s : Finset ι) (hK0 : 0 < K0)
    (hK : 0 < kineticEnergy univ m v) :
    kineticEnergy s m (thermostat K0 m v)
      = K0 / kineticEnergy univ m v * kineticEnergy s m v := by
  have hs : √(K0 / kineticEnergy univ m v) ^ 2 = K0 / kineticEnergy univ m v :=
    Real.sq_sqrt (div_pos hK0 hK).le
  calc kineticEnergy s m (thermostat K0 m v)
      = ∑ i ∈ s, m i * (√(K0 / kineticEnergy univ m v) * v i) ^ 2 / 2 := rfl
    _ = ∑ i ∈ s, K0 / kineticEnergy univ m v * (m i * v i ^ 2 / 2) :=
        Finset.sum_congr rfl fun i _ => by rw [mul_pow, hs]; ring
    _ = K0 / kineticEnergy univ m v * kineticEnergy s m v :=
        (Finset.mul_sum _ _ _).symm

/-- After rescaling, the total kinetic energy equals the target. -/
theorem thermostat_total {K0 : ℝ} {m v : ι → ℝ} (hK0 : 0 < K0)
    (hK : 0 < kineticEnergy univ m v) :
    kineticEnergy univ m (thermostat K0 m v) = K0 := by
  rw [thermostat_energy univ hK0 hK, div_mul_cancel₀ _ hK.ne']

/-- For fluctuations of mean zero, the excess of the mean rescaling factor over one is the
weighted mean of `d² / (K0 (K0 + d))`. -/
theorem meanFactor_eq {K0 : ℝ} {w d : J → ℝ} (hK0 : 0 < K0) (hw1 : ∑ j, w j = 1)
    (hd : ∀ j, -K0 < d j) (hmean : ∑ j, w j * d j = 0) :
    meanFactor K0 w d = 1 + ∑ j, w j * (d j ^ 2 / (K0 * (K0 + d j))) := by
  have h : ∀ j, w j * (K0 / (K0 + d j))
      = w j - w j * d j / K0 + w j * (d j ^ 2 / (K0 * (K0 + d j))) := by
    intro j
    have h1 : K0 + d j ≠ 0 := ne_of_gt (by linarith [hd j])
    have h2 : K0 / (K0 + d j) = 1 - d j / K0 + d j ^ 2 / (K0 * (K0 + d j)) := by
      field_simp
      ring
    rw [h2]
    ring
  -- the linear term averages to zero
  unfold meanFactor
  rw [Finset.sum_congr rfl (fun j _ => h j), Finset.sum_add_distrib, Finset.sum_sub_distrib,
    ← Finset.sum_div, hw1, hmean]
  ring

/-- For fluctuations of mean zero with positive weights, the mean rescaling factor exceeds one
exactly when some fluctuation is nonzero. -/
theorem one_lt_meanFactor_iff {K0 : ℝ} {w d : J → ℝ} (hK0 : 0 < K0) (hw : ∀ j, 0 < w j)
    (hw1 : ∑ j, w j = 1) (hd : ∀ j, -K0 < d j) (hmean : ∑ j, w j * d j = 0) :
    1 < meanFactor K0 w d ↔ ∃ j, d j ≠ 0 := by
  have hp : ∀ j, 0 < K0 + d j := fun j => by linarith [hd j]
  rw [meanFactor_eq hK0 hw1 hd hmean]
  constructor
  · intro h
    by_contra hn
    have h0 : ∀ j, d j = 0 := fun j => by
      by_contra hj
      exact hn ⟨j, hj⟩
    simp [h0] at h
  · rintro ⟨j, hj⟩
    have hpos : 0 < ∑ j, w j * (d j ^ 2 / (K0 * (K0 + d j))) := by
      refine Finset.sum_pos' (fun i _ => ?_) ⟨j, Finset.mem_univ j, ?_⟩
      · exact mul_nonneg (hw i).le (div_nonneg (sq_nonneg _) (mul_pos hK0 (hp i)).le)
      · exact mul_pos (hw j) (div_pos (by positivity) (mul_pos hK0 (hp j)))
    linarith

/-- For positive weights, the weighted sum of the logarithm of the rescaling factor is positive when
the weighted sum of the fluctuations is zero and they do not all vanish. -/
theorem mean_log_factor_pos {K0 : ℝ} {w d : J → ℝ} (hK0 : 0 < K0) (hw : ∀ j, 0 < w j)
    (hd : ∀ j, -K0 < d j) (hmean : ∑ j, w j * d j = 0) (hne : ∃ j, d j ≠ 0) :
    0 < ∑ j, w j * Real.log (K0 / (K0 + d j)) := by
  have hq : ∀ j, 0 < (K0 + d j) / K0 := fun j => div_pos (by linarith [hd j]) hK0
  have hx : ∀ j, (K0 + d j) / K0 - 1 = d j / K0 := fun j => by
    rw [add_div, div_self hK0.ne']
    ring
  have hlog : ∀ j, Real.log (K0 / (K0 + d j)) = -Real.log ((K0 + d j) / K0) := fun j => by
    rw [← Real.log_inv, inv_div]
  have hzero : ∑ j, w j * (-(d j / K0)) = 0 := by
    have h : ∀ j, w j * (-(d j / K0)) = w j * d j * (-1 / K0) := fun j => by ring
    rw [Finset.sum_congr rfl (fun j _ => h j), ← Finset.sum_mul, hmean, zero_mul]
  -- compare each logarithm with its tangent line
  rw [← hzero]
  obtain ⟨k, hk⟩ := hne
  refine Finset.sum_lt_sum (fun j _ => ?_) ⟨k, Finset.mem_univ k, ?_⟩
  · refine mul_le_mul_of_nonneg_left ?_ (hw j).le
    rw [hlog j]
    linarith [Real.log_le_sub_one_of_pos (hq j), hx j]
  · refine mul_lt_mul_of_pos_left ?_ (hw k)
    have h1 : (K0 + d k) / K0 ≠ 1 := fun h => by
      have h2 := hx k
      rw [h, sub_self] at h2
      exact div_ne_zero hk hK0.ne' h2.symm
    rw [hlog k]
    linarith [Real.log_lt_sub_one_of_pos (hq k) h1, hx k]

/-- If the total kinetic energy fluctuates about its mean `K0` while the modes in `s` hold a fixed
energy `E > 0`, one thermostat step with target `K0` raises their mean energy above `E`. -/
theorem flying_ice_cube {K0 E : ℝ} {w : J → ℝ} {m : ι → ℝ} {u : J → ι → ℝ} (s : Finset ι)
    (hw : ∀ j, 0 < w j) (hw1 : ∑ j, w j = 1) (hK : ∀ j, 0 < kineticEnergy univ m (u j))
    (hmean : ∑ j, w j * kineticEnergy univ m (u j) = K0) (hE : 0 < E)
    (hs : ∀ j, kineticEnergy s m (u j) = E) (hfl : ∃ j, kineticEnergy univ m (u j) ≠ K0) :
    E < ∑ j, w j * kineticEnergy s m (thermostat K0 m (u j)) := by
  obtain ⟨k, hk⟩ := hfl
  have hK0 : 0 < K0 := by
    rw [← hmean]
    exact Finset.sum_pos (fun j _ => mul_pos (hw j) (hK j)) ⟨k, Finset.mem_univ k⟩
  have hzero : ∑ j, w j * (kineticEnergy univ m (u j) - K0) = 0 := by
    simp only [mul_sub]
    rw [Finset.sum_sub_distrib, ← Finset.sum_mul, hw1, hmean]
    ring
  have h1 : 1 < meanFactor K0 w (fun j => kineticEnergy univ m (u j) - K0) :=
    (one_lt_meanFactor_iff hK0 hw hw1 (fun j => by linarith [hK j]) hzero).2
      ⟨k, sub_ne_zero.2 hk⟩
  -- the fixed mode energy factors out of the average
  have h2 : ∑ j, w j * kineticEnergy s m (thermostat K0 m (u j))
      = meanFactor K0 w (fun j => kineticEnergy univ m (u j) - K0) * E := by
    simp only [meanFactor, add_sub_cancel, Finset.sum_mul]
    refine Finset.sum_congr rfl fun j _ => ?_
    rw [thermostat_energy s hK0 (hK j), hs j]
    ring
  rw [h2]
  exact lt_mul_of_one_lt_left hE h1

/-- If the total kinetic energy fluctuates about its mean `K0` while the modes in `s` hold a fixed
energy `E > 0`, the degrees of freedom outside `s` lose kinetic energy on average in one thermostat
step with target `K0`. -/
theorem remaining_modes_cool [DecidableEq ι] {K0 E : ℝ} {w : J → ℝ} {m : ι → ℝ}
    {u : J → ι → ℝ} (s : Finset ι)
    (hw : ∀ j, 0 < w j) (hw1 : ∑ j, w j = 1) (hK : ∀ j, 0 < kineticEnergy univ m (u j))
    (hmean : ∑ j, w j * kineticEnergy univ m (u j) = K0) (hE : 0 < E)
    (hs : ∀ j, kineticEnergy s m (u j) = E) (hfl : ∃ j, kineticEnergy univ m (u j) ≠ K0) :
    ∑ j, w j * kineticEnergy sᶜ m (thermostat K0 m (u j))
      < ∑ j, w j * kineticEnergy sᶜ m (u j) := by
  have hgain := flying_ice_cube s hw hw1 hK hmean hE hs hfl
  obtain ⟨k, _⟩ := hfl
  have hK0 : 0 < K0 := by
    rw [← hmean]
    exact Finset.sum_pos (fun j _ => mul_pos (hw j) (hK j)) ⟨k, Finset.mem_univ k⟩
  have hsplit : ∀ v : ι → ℝ,
      kineticEnergy sᶜ m v = kineticEnergy univ m v - kineticEnergy s m v := fun v => by
    have h := Finset.sum_add_sum_compl s (fun i => m i * v i ^ 2 / 2)
    unfold kineticEnergy
    linarith
  -- the mean total energy is `K0` both before and after the step
  have hafter : ∑ j, w j * kineticEnergy univ m (thermostat K0 m (u j)) = K0 := by
    rw [Finset.sum_congr rfl (fun j _ => by rw [thermostat_total hK0 (hK j)]),
      ← Finset.sum_mul, hw1, one_mul]
  have hbefore : ∑ j, w j * kineticEnergy s m (u j) = E := by
    rw [Finset.sum_congr rfl (fun j _ => by rw [hs j]), ← Finset.sum_mul, hw1, one_mul]
  simp only [hsplit, mul_sub, Finset.sum_sub_distrib]
  linarith

/-- For two equally likely fluctuations `d` and `-d` smaller in size than `K0`, the mean rescaling
factor is `K0² / (K0² - d²)`. -/
theorem meanFactor_two_point {K0 d : ℝ} (hd : |d| < K0) :
    meanFactor K0 (fun _ : Fin 2 => 1 / 2) ![d, -d] = K0 ^ 2 / (K0 ^ 2 - d ^ 2) := by
  obtain ⟨hl, hr⟩ := abs_lt.1 hd
  have h1 : K0 + d ≠ 0 := ne_of_gt (by linarith)
  have h2 : K0 - d ≠ 0 := ne_of_gt (by linarith)
  have e : K0 ^ 2 - d ^ 2 = (K0 + d) * (K0 - d) := by ring
  unfold meanFactor
  rw [e, Fin.sum_univ_two]
  change 1 / 2 * (K0 / (K0 + d)) + 1 / 2 * (K0 / (K0 + -d)) = _
  rw [← sub_eq_add_neg]
  field_simp
  ring

end

end FlyingIceCube
```

```lean
#print axioms FlyingIceCube.mean_log_factor_pos
#print axioms FlyingIceCube.remaining_modes_cool
#print axioms FlyingIceCube.meanFactor_two_point
```

```
'FlyingIceCube.mean_log_factor_pos' depends on axioms: [propext, Classical.choice, Quot.sound]
'FlyingIceCube.remaining_modes_cool' depends on axioms: [propext, Classical.choice, Quot.sound]
'FlyingIceCube.meanFactor_two_point' depends on axioms: [propext, Classical.choice, Quot.sound]
```

## How the lemmas assemble the energy balance

`thermostat_energy` squares the root with `Real.sq_sqrt` and takes the common factor out of the sum over `s`. `thermostat_total` is the case where `s` is everything.

`meanFactor_eq` proves the three-term identity for each `j` by `field_simp` and `ring`, then splits the sum and inserts `hw1` and `hmean`. In `one_lt_meanFactor_iff`, one direction notes that if all fluctuations vanish, the claim would read $1<1$. The other uses `Finset.sum_pos'`: nonnegative terms, one of them positive, have a positive sum.

`mean_log_factor_pos` first rewrites $0$ as the mean of $-d_j/K_0$. `Finset.sum_lt_sum` then compares the two sums term by term, with the strict logarithm bound at one nonzero fluctuation. It does not need the weights to sum to 1.

`flying_ice_cube` obtains $K_0>0$ from the positive energies, applies the criterion to $d_j=K_j-K_0$, and factors $E$ out of the average in `h2`. `remaining_modes_cool` writes the energy of the complement `sᶜ` as total minus group (`hsplit`) and subtracts the gain from the unchanged mean total. `meanFactor_two_point` evaluates the two-term sum directly, using $K_0^2-d^2=(K_0+d)(K_0-d)$.
